# Picture-change error of an even operator in a two-component Dirac model: $(q-p)x^2/4$ to leading order

## How far off is a core-level property if only the Hamiltonian is transformed?

If I decouple the Dirac Hamiltonian and then evaluate a core-level property with the original operator, I get a wrong number and don't know how wrong. A discrepancy with a four-component calculation could then be this picture-change error or something else entirely. I would expect it to shrink as relativistic effects get weaker, but is it first or second order in the coupling between the large and small components? And does the answer depend on the phase chosen for the eigenvector? A model small enough to solve completely would help.

## Second order for an even operator, whatever the phase

Take the rest energy as the unit of energy and let a real number $x$ couple the upper (large) and lower (small) components:

$$H=\begin{pmatrix}1&x\\x&-1\end{pmatrix},\qquad A=\begin{pmatrix}p&0\\0&q\end{pmatrix}.$$

For a free particle of fixed helicity, $x$ is, up to sign, the momentum divided by $mc$. The real numbers $p$ and $q$ are the values of the property in the upper and lower components; $p$ is not a momentum.

Exact decoupling turns a normalized positive-energy state $v=(v_0,v_1)$ into a pure upper component, up to a phase. The untransformed $A$ then gives $p$, while the correct value is $\langle v,Av\rangle$. I define the error as correct value minus $p$, the opposite sign to "approximate minus exact".

The eigenvalue equation with energy $E>0$ reads

$$(E-1)v_0=xv_1,\qquad (E+1)v_1=xv_0.$$

Multiply the first equation by $E+1$ and insert the second: $(E^2-1)v_0=x^2v_0$. Multiply the second by $E-1$ and insert the first: $(E^2-1)v_1=x^2v_1$. Since $v\neq0$, $E^2=1+x^2$, so $E=s$ with $s=\sqrt{1+x^2}$.

For the weight of the lower component, multiply the original rows, $v_0+xv_1=Ev_0$ and $xv_0-v_1=Ev_1$, by $\bar v_0$ and $\bar v_1$, and subtract. The real part is

$$|v_0|^2+|v_1|^2=E\left(|v_0|^2-|v_1|^2\right).$$

The left side is 1 by normalization, so $|v_1|^2=(1-1/s)/2$. Using $|v_0|^2=1-|v_1|^2$,

$$\langle v,Av\rangle-p=(q-p)|v_1|^2=\frac{q-p}{2}\left(1-\frac1s\right)=\frac{(q-p)x^2}{2s(s+1)}.$$

The last step uses $s-1=(s^2-1)/(s+1)=x^2/(s+1)$. Since $s\to1$ as $x\to0$, the error divided by $x^2$ tends to $(q-p)/4$. Since $s\ge1$, its magnitude is at most $|q-p|x^2/4$ for every $x$. Only $|v_1|^2$ enters, so the phase is irrelevant. If $p=q$, the error vanishes. This does not carry over to a potential in an atom: it acts alike on both components, but these are different functions of position, and its picture-change error is in general not zero.

An odd operator behaves differently. For $\begin{pmatrix}0&1\\1&0\end{pmatrix}$ the expectation value is $2\,\mathrm{Re}(\bar v_0v_1)$. Multiplying the rows by $\bar v_1$ and $\bar v_0$ instead, adding, and taking real parts gives $x=2E\,\mathrm{Re}(\bar v_0v_1)$. The value is therefore $x/s$, which is first order in $x$, whereas the upper component alone would give zero.

### What the Lean definitions and theorems say

`dirac x`, `evenOp p q` and `oddOp` are the three matrices, with complex entries. `expect A v` is the real part of $v^\dagger Av$, which is the full expectation value for these Hermitian operators and a normalized state. `IsPositiveState x E v` contains normalization, $E>0$ and the eigenvalue equation; the formula for $E$ is derived from these. `posState` supplies a normalized state for every $x$, including $x=0$.

`picture_change_error` is the closed formula for any such state, and `picture_change_bound` is the bound. In `picture_change_limit`, `E` and `v` are functions that select a positive-energy state at each $x$, with no continuity or phase condition. The filter `𝓝[≠] 0` means that $x$ approaches zero through nonzero values.

The decoupling transformation itself is not defined in Lean: the theorems subtract the number $p$, and the argument above identifies it with the untransformed result. The step to a real core level is to replace its momentum distribution and nuclear potential by a single coupling $x$, and no hypothesis justifies that. For two-component electronic-structure calculations, this one-electron, one-parameter model thus offers a guide to the order of the error, not a correction for a particular atom.

```lean
import Mathlib

open Matrix Filter Topology

namespace DiracPictureChange

noncomputable section

/-- The two-component Dirac model with unit rest energy and coupling `x` between the upper
and the lower component. -/
def dirac (x : ℝ) : Matrix (Fin 2) (Fin 2) ℂ := !![1, (x : ℂ); (x : ℂ), -1]

/-- The even property operator `diag(p, q)`, which does not mix the two components. -/
def evenOp (p q : ℝ) : Matrix (Fin 2) (Fin 2) ℂ := !![(p : ℂ), 0; 0, (q : ℂ)]

/-- The odd operator that exchanges the upper and the lower component. -/
def oddOp : Matrix (Fin 2) (Fin 2) ℂ := !![0, 1; 1, 0]

/-- The real part of `v† A v`; for Hermitian `A` and normalized `v` this is the
expectation value. -/
def expect (A : Matrix (Fin 2) (Fin 2) ℂ) (v : Fin 2 → ℂ) : ℝ := (star v ⬝ᵥ A *ᵥ v).re

/-- `v` is a normalized eigenvector of the Dirac model with positive energy `E`. -/
structure IsPositiveState (x E : ℝ) (v : Fin 2 → ℂ) : Prop where
  normalized : star v ⬝ᵥ v = 1
  energy_pos : 0 < E
  eigen : dirac x *ᵥ v = (E : ℂ) • v

/-- The explicit state with components proportional to `√(1 + x²) + 1` and `x`. -/
def posState (x : ℝ) : Fin 2 → ℂ :=
  ![(((√(1 + x ^ 2) + 1) / √(2 * (√(1 + x ^ 2) * (√(1 + x ^ 2) + 1))) : ℝ) : ℂ),
    ((x / √(2 * (√(1 + x ^ 2) * (√(1 + x ^ 2) + 1))) : ℝ) : ℂ)]

/-- For every coupling `x`, the explicit state is a normalized eigenvector with energy
`√(1 + x²)`. -/
theorem posState_witness (x : ℝ) : IsPositiveState x (√(1 + x ^ 2)) (posState x) := by
  have hs : √(1 + x ^ 2) ^ 2 = 1 + x ^ 2 := Real.sq_sqrt (by positivity)
  have hp : 0 < √(1 + x ^ 2) := Real.sqrt_pos.2 (by positivity)
  unfold posState
  generalize √(1 + x ^ 2) = s at hs hp ⊢
  have hN : √(2 * (s * (s + 1))) ^ 2 = 2 * (s * (s + 1)) := Real.sq_sqrt (by positivity)
  have hNp : 0 < √(2 * (s * (s + 1))) := Real.sqrt_pos.2 (by positivity)
  generalize √(2 * (s * (s + 1))) = N at hN hNp ⊢
  -- normalization and the two rows of the eigenvalue equation, over the reals
  have hr : (s + 1) / N * ((s + 1) / N) + x / N * (x / N) = 1 := by
    field_simp
    linear_combination -hN - hs
  have h1 : (s + 1) / N + x * (x / N) = s * ((s + 1) / N) := by
    field_simp
    linear_combination -hs
  have h2 : x * ((s + 1) / N) + -(x / N) = s * (x / N) := by ring
  generalize (s + 1) / N = a at hr h1 h2 ⊢
  generalize x / N = b at hr h1 h2 ⊢
  refine ⟨?_, hp, ?_⟩
  · simp [dotProduct, Fin.sum_univ_two]
    exact_mod_cast hr
  · ext i
    fin_cases i
    · simp [dirac, Matrix.mulVec, dotProduct, Fin.sum_univ_two]
      exact_mod_cast h1
    · simp [dirac, Matrix.mulVec, dotProduct, Fin.sum_univ_two]
      exact_mod_cast h2

/-- The eigenvalue equation and the normalization of a positive-energy state, written in the
real and imaginary parts of its components. -/
theorem component_equations {x E : ℝ} {v : Fin 2 → ℂ} (h : IsPositiveState x E v) :
    (v 0).re + x * (v 1).re = E * (v 0).re ∧ (v 0).im + x * (v 1).im = E * (v 0).im ∧
    x * (v 0).re + -(v 1).re = E * (v 1).re ∧ x * (v 0).im + -(v 1).im = E * (v 1).im ∧
    (v 0).re * (v 0).re + (v 0).im * (v 0).im
      + ((v 1).re * (v 1).re + (v 1).im * (v 1).im) = 1 := by
  have e0 : v 0 + x * v 1 = E * v 0 := by
    simpa [dirac, Matrix.mulVec, dotProduct, Fin.sum_univ_two] using congrFun h.eigen 0
  have e1 : x * v 0 + -v 1 = E * v 1 := by
    simpa [dirac, Matrix.mulVec, dotProduct, Fin.sum_univ_two] using congrFun h.eigen 1
  refine ⟨by simpa using congrArg Complex.re e0, by simpa using congrArg Complex.im e0,
    by simpa using congrArg Complex.re e1, by simpa using congrArg Complex.im e1, ?_⟩
  simpa [dotProduct, Fin.sum_univ_two] using congrArg Complex.re h.normalized

/-- The energy of a positive-energy state is `√(1 + x²)`. -/
theorem energy_eq {x E : ℝ} {v : Fin 2 → ℂ} (h : IsPositiveState x E v) :
    E = √(1 + x ^ 2) := by
  obtain ⟨h1, h2, h3, h4, hn⟩ := component_equations h
  -- each component is annihilated by `E² - 1 - x²`
  have ha : (E ^ 2 - 1 - x ^ 2) * (v 0).re = 0 := by
    linear_combination -(E + 1) * h1 - x * h3
  have hb : (E ^ 2 - 1 - x ^ 2) * (v 0).im = 0 := by
    linear_combination -(E + 1) * h2 - x * h4
  have hc : (E ^ 2 - 1 - x ^ 2) * (v 1).re = 0 := by
    linear_combination -(E - 1) * h3 - x * h1
  have hd : (E ^ 2 - 1 - x ^ 2) * (v 1).im = 0 := by
    linear_combination -(E - 1) * h4 - x * h2
  have hE : E ^ 2 = 1 + x ^ 2 := by
    linear_combination (v 0).re * ha + (v 0).im * hb + (v 1).re * hc + (v 1).im * hd
      - (E ^ 2 - 1 - x ^ 2) * hn
  rw [← hE, Real.sqrt_sq h.energy_pos.le]

/-- The weight of the lower component in a positive-energy state. -/
theorem lower_weight {x E : ℝ} {v : Fin 2 → ℂ} (h : IsPositiveState x E v) :
    Complex.normSq (v 1) = (1 - 1 / √(1 + x ^ 2)) / 2 := by
  obtain ⟨h1, h2, h3, h4, hn⟩ := component_equations h
  have hE : E ≠ 0 := h.energy_pos.ne'
  have k : 2 * E * ((v 1).re * (v 1).re + (v 1).im * (v 1).im) = E - 1 := by
    linear_combination (v 0).re * h1 - (v 1).re * h3 + (v 0).im * h2 - (v 1).im * h4
      + (E - 1) * hn
  rw [Complex.normSq_apply, ← energy_eq h]
  field_simp
  linear_combination k

/-- Picture-change error of an even operator: its expectation value in a positive-energy
state, minus the value `p` for the upper component alone. -/
theorem picture_change_error {x E : ℝ} {v : Fin 2 → ℂ} (h : IsPositiveState x E v)
    (p q : ℝ) :
    expect (evenOp p q) v - p = (q - p) * (1 - 1 / √(1 + x ^ 2)) / 2 := by
  obtain ⟨-, -, -, -, hn⟩ := component_equations h
  have w := lower_weight h
  rw [Complex.normSq_apply] at w
  have he : expect (evenOp p q) v = p * ((v 0).re * (v 0).re + (v 0).im * (v 0).im)
      + q * ((v 1).re * (v 1).re + (v 1).im * (v 1).im) := by
    simp [expect, evenOp, Matrix.mulVec, dotProduct, Fin.sum_univ_two]
    ring
  rw [he]
  linear_combination p * hn + (q - p) * w

/-- The same error with the factor `x²` made explicit. -/
theorem picture_change_error_factored {x E : ℝ} {v : Fin 2 → ℂ}
    (h : IsPositiveState x E v) (p q : ℝ) :
    expect (evenOp p q) v - p
      = (q - p) * x ^ 2 / (2 * (√(1 + x ^ 2) * (√(1 + x ^ 2) + 1))) := by
  rw [picture_change_error h]
  have hs : √(1 + x ^ 2) ^ 2 = 1 + x ^ 2 := Real.sq_sqrt (by positivity)
  have hp : 0 < √(1 + x ^ 2) := Real.sqrt_pos.2 (by positivity)
  generalize √(1 + x ^ 2) = s at hs hp ⊢
  have hx : x ^ 2 = s ^ 2 - 1 := by linarith
  have hs1 : s + 1 ≠ 0 := by positivity
  rw [hx]
  field_simp
  ring

/-- For every coupling `x`, the picture-change error of `diag(p, q)` is at most
`|q - p| x² / 4` in magnitude. -/
theorem picture_change_bound {x E : ℝ} {v : Fin 2 → ℂ} (h : IsPositiveState x E v)
    (p q : ℝ) : |expect (evenOp p q) v - p| ≤ |q - p| * x ^ 2 / 4 := by
  rw [picture_change_error_factored h]
  have hs : √(1 + x ^ 2) ^ 2 = 1 + x ^ 2 := Real.sq_sqrt (by positivity)
  have hp : 0 < √(1 + x ^ 2) := Real.sqrt_pos.2 (by positivity)
  generalize √(1 + x ^ 2) = s at hs hp ⊢
  have h1 : 1 ≤ s := by nlinarith [sq_nonneg x]
  have hd : 0 < 2 * (s * (s + 1)) := by positivity
  rw [abs_div, abs_mul, abs_of_nonneg (sq_nonneg x), abs_of_pos hd]
  exact div_le_div_of_nonneg_left (by positivity) (by norm_num) (by nlinarith)

/-- For any choice of positive-energy states, the picture-change error of `diag(p, q)`
divided by `x²` tends to `(q - p) / 4` as the coupling `x` tends to zero. -/
theorem picture_change_limit {E : ℝ → ℝ} {v : ℝ → Fin 2 → ℂ}
    (h : ∀ x, IsPositiveState x (E x) (v x)) (p q : ℝ) :
    Tendsto (fun x => (expect (evenOp p q) (v x) - p) / x ^ 2) (𝓝[≠] 0)
      (𝓝 ((q - p) / 4)) := by
  have hc : Continuous (fun x : ℝ =>
      (q - p) / (2 * (√(1 + x ^ 2) * (√(1 + x ^ 2) + 1)))) := by
    refine Continuous.div continuous_const (by fun_prop) (fun x => ?_)
    positivity
  have h0 : (q - p) / (2 * (√(1 + (0 : ℝ) ^ 2) * (√(1 + (0 : ℝ) ^ 2) + 1)))
      = (q - p) / 4 := by
    norm_num
  rw [← h0]
  refine ((hc.tendsto 0).mono_left nhdsWithin_le_nhds).congr' ?_
  -- away from zero coupling the factor `x²` cancels
  filter_upwards [self_mem_nhdsWithin] with x hx
  have hx2 : x ^ 2 ≠ 0 := pow_ne_zero 2 hx
  rw [picture_change_error_factored (h x), div_right_comm, mul_div_cancel_right₀ _ hx2]

/-- In a positive-energy state the odd operator has expectation value `x / √(1 + x²)`. -/
theorem odd_expectation {x E : ℝ} {v : Fin 2 → ℂ} (h : IsPositiveState x E v) :
    expect oddOp v = x / √(1 + x ^ 2) := by
  obtain ⟨h1, h2, h3, h4, hn⟩ := component_equations h
  have he : expect oddOp v = 2 * ((v 0).re * (v 1).re + (v 0).im * (v 1).im) := by
    simp [expect, oddOp, Matrix.mulVec, dotProduct, Fin.sum_univ_two]
    ring
  rw [he, ← energy_eq h, eq_div_iff h.energy_pos.ne']
  linear_combination -(v 1).re * h1 - (v 0).re * h3 - (v 1).im * h2 - (v 0).im * h4 + x * hn

end

end DiracPictureChange
```

```lean
#print axioms DiracPictureChange.picture_change_error
-- 'DiracPictureChange.picture_change_error' depends on axioms: [propext, Classical.choice, Quot.sound]
#print axioms DiracPictureChange.picture_change_bound
-- 'DiracPictureChange.picture_change_bound' depends on axioms: [propext, Classical.choice, Quot.sound]
#print axioms DiracPictureChange.picture_change_limit
-- 'DiracPictureChange.picture_change_limit' depends on axioms: [propext, Classical.choice, Quot.sound]
#print axioms DiracPictureChange.odd_expectation
-- 'DiracPictureChange.odd_expectation' depends on axioms: [propext, Classical.choice, Quot.sound]
```

### From the component equations to the limit

`posState_witness` checks the normalization and both rows of the eigenvalue equation for the explicit vector. `component_equations` goes the other way: it splits the equations for an arbitrary complex state into real and imaginary parts.

`energy_eq` shows that $E^2-1-x^2$ annihilates each real component, then uses normalization to conclude that this factor is zero. Positivity of $E$ selects the positive root. `lower_weight` gives $|v_1|^2$, and `picture_change_error` inserts it into the expectation value. `picture_change_error_factored` replaces $x^2$ by $s^2-1$ to expose the quadratic factor, and the bound follows from $s\ge1$.

For the limit, the quotient equals $(q-p)/(2s(s+1))$ away from $x=0$. That function is continuous with value $(q-p)/4$ at zero, and `congr'` transfers its limit to the quotient. `odd_expectation` carries out the calculation for the odd operator.

### How `linear_combination` checks the algebra

The tactic `linear_combination` takes known equations with coefficients supplied by the user. It subtracts their weighted sum from the goal and asks `ring` to confirm that the remainder vanishes identically. It does not search for the coefficients; they come from the derivation.

In `lower_weight`, the goal `k` is $2E|v_1|^2=E-1$. The coefficients `(v 0).re` and `-(v 1).re`, with their imaginary partners, are the multiplication by $\bar v_0$ and $\bar v_1$ followed by subtraction. The term `(E - 1) * hn` brings in normalization. Splitting into real components first turns the conjugate products into ordinary polynomials, which `ring` can compare.
